# The interaction part of the second virial coefficient of a two-component Fermi gas with contact interaction has the same limit on both sides of unitarity

## Scanning the inverse scattering length

A ladder calculation for a two-component Fermi gas can be compared at low fugacity with the second virial coefficient. In a scan over the inverse scattering length $1/a$, the formula for that coefficient changes at $1/a=0$, where a bound-state term is switched on. Joining the two branches there requires that they have the same limit. For a contact s-wave interaction at fixed temperature they do.

Let $k$ be the relative wave number and let $sk^2$ be the relative kinetic energy divided by the temperature, in energy units. The phase shift is

$$\delta(k)=-\arctan(ak).$$

For $a>0$ there is also one bound state, with Boltzmann factor $e^{s/a^2}$. The second virial coefficient is here the number $b_2$ in the fugacity expansion $P\lambda^3/(2T)=z+b_2z^2+\dots$ of the pressure $P$, where $z$ is the fugacity, equal for both components, $T$ the temperature in energy units and $\lambda$ the thermal wavelength of one particle. In the expansion in powers of the density it enters with the opposite sign. Its interaction part is

$$B(a)=\sqrt2\left[\theta(a)\,e^{s/a^2}+\frac1\pi\int_0^\infty \delta'(k)\,e^{-sk^2}\,dk\right],$$

where $\theta(a)$ is 1 for $a>0$ and 0 for $a<0$. The prefactor is $2^{3/2}$ from the centre-of-mass motion of a pair with twice the particle mass, halved by the normalisation for two spin states.

## The limit in terms of $1/a$

In Lean, $\delta$ is `phaseShift a k`, $B(a)$ is `bethUhlenbeck s a`, and `continuumIntegral s a` is

$$F(a)=\frac1\pi\int_0^\infty\frac{a\,e^{-sk^2}}{1+a^2k^2}\,dk .$$

All parameters are real numbers, and `Ioi 0` is the range $k>0$.

The main theorem, `bethUhlenbeck_across_unitarity`, says that for every $s\ge0$ the function $x\mapsto B(1/x)$ tends to $1/\sqrt2$ as $x\to0$ through nonzero values of either sign. The filter `𝓝[≠] 0` excludes $x=0$ itself, where Lean's convention $0^{-1}=0$ would give the non-interacting value instead of unitarity. Continuity across unitarity therefore means that $1/\sqrt2$ is the value that fills the gap.

The theorem `bethUhlenbeck_sides` adds that, for $s>0$ and $a>0$, $B(-a)\le1/\sqrt2<B(a)$. The first inequality is strict as well, because $e^{-sk^2}<1$ for $k>0$, but the theorem does not state this.

The phase shift, the bound state and the Beth-Uhlenbeck formula enter as definitions; they are not derived from a Hamiltonian or a partition function. Effective range and higher partial waves are absent, as is the ideal-gas part of the virial coefficient.

## From the phase shift to one half

Since $\tan\delta=-ak$, differentiation gives

$$\delta'(k)=-\frac{a}{1+a^2k^2}.$$

The continuum term in $B$ is therefore $-F(a)$. Because $F(-a)=-F(a)$, the two branches are

$$B(a)=\sqrt2\,\bigl(e^{s/a^2}-F(a)\bigr)\quad(a>0),\qquad B(a)=\sqrt2\,F(|a|)\quad(a<0).$$

For $a>0$, substitute $u=ak$, so that $a\,dk=du$:

$$F(a)=\frac1\pi\int_0^\infty\frac{e^{-s(u/a)^2}}{1+u^2}\,du .$$

For $s\ge0$ the integrand lies between 0 and $1/(1+u^2)$, whose integral is $\pi/2$. This gives $F(a)\le1/2$. As $a\to+\infty$ the exponential tends to 1 at each fixed $u$, so dominated convergence gives

$$F(a)\to\frac1\pi\cdot\frac\pi2=\frac12 .$$

Also $e^{s/a^2}\to1$, hence $e^{s/a^2}-F(a)\to1-\tfrac12=\tfrac12$. Both branches of $B$ tend to $\sqrt2/2=1/\sqrt2$. Across unitarity the continuum term jumps from $+\tfrac12$ to $-\tfrac12$, and the new bound state supplies the missing 1.

For the inequalities, let $s>0$ and $a>0$. Then $B(-a)=\sqrt2F(a)\le1/\sqrt2$. Since $e^{s/a^2}>1$, the other branch satisfies $e^{s/a^2}-F(a)>\tfrac12$, so $B(a)>1/\sqrt2$.

## Numbers for $s=1$ and $|a|=10$

Differentiating $e^{-s/a^2}F(a)$ with respect to $s$ leaves a Gaussian integral over $k$. Integrating back from $s=0$ gives, for $a>0$,

$$F(a)=\tfrac12\,e^{s/a^2}\,\mathrm{erfc}(\sqrt s/a).$$

This closed form is a separate calculation that the Lean file does not contain. With $s=1$ and $a=10$, $e^{0.01}\approx1.01005$ and $\mathrm{erfc}(0.1)\approx0.88754$, so $F(10)\approx0.4482$. The coefficients are

$$B(-10)\approx0.634,\qquad B(10)\approx0.795,$$

on either side of $1/\sqrt2\approx0.707$.

## The strict inequality at $s=0$

The strict inequality $1/\sqrt2<B(a)$ needs $s>0$. At $s=0$, which is the limit of infinite temperature, and $a=1$,

$$F(1)=\frac1\pi\int_0^\infty\frac{dk}{1+k^2}=\frac12,\qquad B(1)=\sqrt2\left(1-\tfrac12\right)=\frac1{\sqrt2},$$

so $B(1)$ is not larger than $1/\sqrt2$. The limit theorem still holds at $s=0$.

## The Lean file

```lean
import Mathlib

open MeasureTheory Set Filter Topology Real

namespace BethUhlenbeckUnitarity

noncomputable section

/-- The s-wave phase shift of a contact interaction with scattering length `a`
at relative wave number `k`. -/
def phaseShift (a k : ℝ) : ℝ := -Real.arctan (a * k)

/-- The thermal continuum integral `F(a)`, where `s k²` is the relative kinetic energy
divided by the temperature. -/
def continuumIntegral (s a : ℝ) : ℝ :=
  1 / π * ∫ k in Ioi (0 : ℝ), a * Real.exp (-s * k ^ 2) / (1 + a ^ 2 * k ^ 2)

/-- The Beth-Uhlenbeck coefficient for nonzero scattering length `a`: `√2` times the sum of the
Boltzmann factor of the bound state, present for `a > 0`, and `1/π` times the integral over `k > 0`
of the phase-shift derivative weighted by `exp(-s k²)`. -/
def bethUhlenbeck (s a : ℝ) : ℝ :=
  √2 * ((if 0 < a then Real.exp (s / a ^ 2) else 0) +
    1 / π * ∫ k in Ioi (0 : ℝ), deriv (phaseShift a) k * Real.exp (-s * k ^ 2))

/-- The phase shift obeys the contact scattering law `tan δ = -a k`. -/
theorem tan_phaseShift (a k : ℝ) : Real.tan (phaseShift a k) = -(a * k) := by
  rw [phaseShift, Real.tan_neg, Real.tan_arctan]

/-- The derivative of the phase shift with respect to wave number is `-a / (1 + a² k²)`. -/
theorem hasDerivAt_phaseShift (a k : ℝ) :
    HasDerivAt (phaseShift a) (-a / (1 + a ^ 2 * k ^ 2)) k := by
  have h := (((hasDerivAt_id' k).const_mul a).arctan).fun_neg
  refine h.congr_deriv ?_
  rw [mul_pow]
  ring

/-- The continuum part of the Beth-Uhlenbeck formula equals `-F(a)`. -/
theorem continuum_eq (s a : ℝ) :
    1 / π * ∫ k in Ioi (0 : ℝ), deriv (phaseShift a) k * Real.exp (-s * k ^ 2)
      = -continuumIntegral s a := by
  have h : ∫ k in Ioi (0 : ℝ), deriv (phaseShift a) k * Real.exp (-s * k ^ 2)
      = -∫ k in Ioi (0 : ℝ), a * Real.exp (-s * k ^ 2) / (1 + a ^ 2 * k ^ 2) := by
    rw [← integral_neg]
    refine integral_congr_ae (Eventually.of_forall fun k => ?_)
    simp only [(hasDerivAt_phaseShift a k).deriv]
    ring
  rw [h, continuumIntegral, mul_neg]

/-- For positive scattering length the coefficient is `√2 (exp(s/a²) - F(a))`. -/
theorem bethUhlenbeck_of_pos (s : ℝ) {a : ℝ} (ha : 0 < a) :
    bethUhlenbeck s a = √2 * (Real.exp (s / a ^ 2) - continuumIntegral s a) := by
  rw [bethUhlenbeck, continuum_eq, if_pos ha, sub_eq_add_neg]

/-- For negative scattering length the coefficient is `√2 F(|a|)`, written with `|a| = -a`. -/
theorem bethUhlenbeck_of_neg (s : ℝ) {a : ℝ} (ha : a < 0) :
    bethUhlenbeck s a = √2 * continuumIntegral s (-a) := by
  -- the continuum integral is odd in the scattering length
  have hodd : continuumIntegral s (-a) = -continuumIntegral s a := by
    rw [continuumIntegral, continuumIntegral, ← mul_neg, ← integral_neg]
    congr 1
    refine integral_congr_ae (Eventually.of_forall fun k => ?_)
    simp only [neg_sq]
    ring
  rw [bethUhlenbeck, continuum_eq, if_neg (not_lt.mpr ha.le), zero_add, hodd]

/-- Measuring wave numbers in units of `1/a`, for `a > 0`, moves the scattering length
into the thermal factor. -/
theorem continuumIntegral_scaled (s : ℝ) {a : ℝ} (ha : 0 < a) :
    continuumIntegral s a =
      1 / π * ∫ u in Ioi (0 : ℝ), Real.exp (-s * (u / a) ^ 2) * (1 + u ^ 2)⁻¹ := by
  have h := integral_comp_mul_left_Ioi
    (fun u : ℝ => Real.exp (-s * (u / a) ^ 2) * (1 + u ^ 2)⁻¹) 0 ha
  simp only [mul_zero, smul_eq_mul] at h
  have h2 : ∫ k in Ioi (0 : ℝ), a * Real.exp (-s * k ^ 2) / (1 + a ^ 2 * k ^ 2)
      = a * ∫ x in Ioi (0 : ℝ),
          Real.exp (-s * (a * x / a) ^ 2) * (1 + (a * x) ^ 2)⁻¹ := by
    rw [← integral_const_mul]
    refine integral_congr_ae (Eventually.of_forall fun k => ?_)
    dsimp only
    rw [mul_div_cancel_left₀ k ha.ne', mul_pow, div_eq_mul_inv]
    ring
  rw [continuumIntegral, h2, h, mul_inv_cancel_left₀ ha.ne']

/-- For `s ≥ 0` the thermal factor never raises the Lorentzian `1/(1 + u²)`. -/
private lemma kernel_le {s : ℝ} (hs : 0 ≤ s) (a u : ℝ) :
    Real.exp (-s * (u / a) ^ 2) * (1 + u ^ 2)⁻¹ ≤ (1 + u ^ 2)⁻¹ :=
  mul_le_of_le_one_left (by positivity)
    (Real.exp_le_one_iff.mpr (by nlinarith [mul_nonneg hs (sq_nonneg (u / a))]))

/-- For `s ≥ 0` and `a > 0` the continuum integral is at most one half. -/
theorem continuumIntegral_le_half {s a : ℝ} (hs : 0 ≤ s) (ha : 0 < a) :
    continuumIntegral s a ≤ 1 / 2 := by
  have h0 : ∀ u : ℝ, 0 ≤ Real.exp (-s * (u / a) ^ 2) * (1 + u ^ 2)⁻¹ :=
    fun u => by positivity
  have h : ∫ u in Ioi (0 : ℝ), Real.exp (-s * (u / a) ^ 2) * (1 + u ^ 2)⁻¹
      ≤ ∫ u in Ioi (0 : ℝ), (1 + u ^ 2)⁻¹ :=
    integral_mono_of_nonneg (Eventually.of_forall h0)
      integrable_inv_one_add_sq.integrableOn (Eventually.of_forall (kernel_le hs a))
  rw [integral_Ioi_inv_one_add_sq, Real.arctan_zero, sub_zero] at h
  have e : 1 / π * (π / 2) = 1 / 2 := by field_simp
  rw [continuumIntegral_scaled s ha, ← e]
  exact mul_le_mul_of_nonneg_left h (by positivity)

/-- For `s ≥ 0`, `F(a)` tends to one half as `a → +∞`. -/
theorem tendsto_continuumIntegral {s : ℝ} (hs : 0 ≤ s) :
    Tendsto (continuumIntegral s) atTop (𝓝 (1 / 2)) := by
  -- dominated convergence with the Lorentzian as the bound
  have hI : Tendsto (fun a : ℝ => ∫ u in Ioi (0 : ℝ),
      Real.exp (-s * (u / a) ^ 2) * (1 + u ^ 2)⁻¹) atTop
      (𝓝 (∫ u in Ioi (0 : ℝ), (1 + u ^ 2)⁻¹)) := by
    refine tendsto_integral_filter_of_dominated_convergence (fun u : ℝ => (1 + u ^ 2)⁻¹)
      (Eventually.of_forall fun a => ?_)
      (Eventually.of_forall fun a => Eventually.of_forall fun u => ?_)
      integrable_inv_one_add_sq.integrableOn (Eventually.of_forall fun u => ?_)
    · exact Measurable.aestronglyMeasurable (by fun_prop)
    · rw [Real.norm_of_nonneg (by positivity)]
      exact kernel_le hs a u
    · have h : Tendsto (fun a : ℝ => u / a) atTop (𝓝 0) :=
        tendsto_const_nhds.div_atTop tendsto_id
      have hc : Continuous fun y : ℝ => Real.exp (-s * y ^ 2) * (1 + u ^ 2)⁻¹ := by
        fun_prop
      have t : Tendsto (fun a : ℝ => Real.exp (-s * (u / a) ^ 2) * (1 + u ^ 2)⁻¹) atTop
          (𝓝 (Real.exp (-s * 0 ^ 2) * (1 + u ^ 2)⁻¹)) := (hc.tendsto 0).comp h
      have e : Real.exp (-s * 0 ^ 2) * (1 + u ^ 2)⁻¹ = (1 + u ^ 2)⁻¹ := by simp
      rwa [e] at t
  rw [integral_Ioi_inv_one_add_sq, Real.arctan_zero, sub_zero] at hI
  have hF := hI.const_mul (1 / π)
  have e : 1 / π * (π / 2) = 1 / 2 := by field_simp
  rw [e] at hF
  exact hF.congr' ((eventually_gt_atTop 0).mono fun a ha =>
    (continuumIntegral_scaled s ha).symm)

/-- For `s ≥ 0`, the bound-state factor minus the continuum integral, `exp(s/a²) - F(a)`,
tends to one half as `a → +∞`. -/
theorem tendsto_bound_sub_continuum {s : ℝ} (hs : 0 ≤ s) :
    Tendsto (fun a => Real.exp (s / a ^ 2) - continuumIntegral s a) atTop (𝓝 (1 / 2)) := by
  have h : Tendsto (fun a : ℝ => s / a ^ 2) atTop (𝓝 0) :=
    tendsto_const_nhds.div_atTop (tendsto_pow_atTop two_ne_zero)
  have hE : Tendsto (fun a : ℝ => Real.exp (s / a ^ 2)) atTop (𝓝 (Real.exp 0)) :=
    (Real.continuous_exp.tendsto 0).comp h
  have hD := hE.sub (tendsto_continuumIntegral hs)
  have e : Real.exp 0 - 1 / 2 = 1 / 2 := by rw [Real.exp_zero]; norm_num
  rwa [e] at hD

private lemma sqrt_two_mul_half : √2 * (1 / 2) = 1 / √2 := by
  rw [eq_div_iff (by positivity)]
  linear_combination (1 / 2) * Real.mul_self_sqrt (show (0 : ℝ) ≤ 2 by norm_num)

/-- For `s ≥ 0`, the Beth-Uhlenbeck coefficient as a function of the inverse scattering length
`x = 1/a` tends to `1/√2` when `x → 0` through nonzero values of either sign. -/
theorem bethUhlenbeck_across_unitarity {s : ℝ} (hs : 0 ≤ s) :
    Tendsto (fun x => bethUhlenbeck s x⁻¹) (𝓝[≠] 0) (𝓝 (1 / √2)) := by
  -- the side with a bound state
  have hpos : Tendsto (bethUhlenbeck s) atTop (𝓝 (1 / √2)) := by
    have h := (tendsto_bound_sub_continuum hs).const_mul (√2)
    rw [sqrt_two_mul_half] at h
    exact h.congr' ((eventually_gt_atTop 0).mono fun a ha => (bethUhlenbeck_of_pos s ha).symm)
  -- the side without a bound state
  have hneg : Tendsto (bethUhlenbeck s) atBot (𝓝 (1 / √2)) := by
    have h := ((tendsto_continuumIntegral hs).comp tendsto_neg_atBot_atTop).const_mul (√2)
    rw [sqrt_two_mul_half] at h
    exact h.congr' ((eventually_lt_atBot 0).mono fun a ha => (bethUhlenbeck_of_neg s ha).symm)
  rw [← nhdsLT_sup_nhdsGT]
  exact (hneg.comp tendsto_inv_nhdsLT_zero).sup (hpos.comp tendsto_inv_nhdsGT_zero)

/-- For `s > 0` and `a > 0`, the coefficient is at most `1/√2` at scattering length `-a`
and larger than `1/√2` at scattering length `a`. -/
theorem bethUhlenbeck_sides {s a : ℝ} (hs : 0 < s) (ha : 0 < a) :
    bethUhlenbeck s (-a) ≤ 1 / √2 ∧ 1 / √2 < bethUhlenbeck s a := by
  have hF := continuumIntegral_le_half hs.le ha
  have hE : 1 < Real.exp (s / a ^ 2) := Real.one_lt_exp_iff.mpr (by positivity)
  have h2 : 0 < √2 := by positivity
  rw [bethUhlenbeck_of_neg s (neg_lt_zero.mpr ha), neg_neg, bethUhlenbeck_of_pos s ha,
    ← sqrt_two_mul_half]
  exact ⟨mul_le_mul_of_nonneg_left hF h2.le, mul_lt_mul_of_pos_left (by linarith) h2⟩

end

end BethUhlenbeckUnitarity
```

```lean
#print axioms BethUhlenbeckUnitarity.tan_phaseShift
#print axioms BethUhlenbeckUnitarity.bethUhlenbeck_across_unitarity
#print axioms BethUhlenbeckUnitarity.bethUhlenbeck_sides
```

```
'BethUhlenbeckUnitarity.tan_phaseShift' depends on axioms: [propext, Classical.choice, Quot.sound]
'BethUhlenbeckUnitarity.bethUhlenbeck_across_unitarity' depends on axioms: [propext, Classical.choice, Quot.sound]
'BethUhlenbeckUnitarity.bethUhlenbeck_sides' depends on axioms: [propext, Classical.choice, Quot.sound]
```

## Domination and the two one-sided limits

`tan_phaseShift` confirms the scattering law, and `hasDerivAt_phaseShift` computes $\delta'$. `continuum_eq` inserts this derivative under the integral. The two branches are then `bethUhlenbeck_of_pos` and `bethUhlenbeck_of_neg`; the second contains the proof that $F$ is odd.

`continuumIntegral_scaled` performs the substitution $u=ak$ through Mathlib's `integral_comp_mul_left_Ioi`. The bound on the integrand is `kernel_le`, which is used twice. In `continuumIntegral_le_half` it is integrated to give $F(a)\le1/2$. In `tendsto_continuumIntegral` it is the domination hypothesis of `tendsto_integral_filter_of_dominated_convergence`, whose other requirements are measurability, integrability of $1/(1+u^2)$ and the pointwise limit. Since the scaled formula holds only for $a>0$, `congr'` transfers the limit to $F$ using agreement for all sufficiently large $a$.

`tendsto_bound_sub_continuum` subtracts this limit from that of the bound-state factor. The main theorem first obtains the limits of $B$ at $a\to+\infty$ and $a\to-\infty$. Composing them with $x\mapsto1/x$ gives the limits at $x\to0^+$ and $x\to0^-$, and `nhdsLT_sup_nhdsGT` joins the two sides into one punctured neighbourhood. Finally, `bethUhlenbeck_sides` combines $F(a)\le1/2$ with $e^{s/a^2}>1$.
